# The Takahashi–Imada step reproduces the trace of $e^{t(A+B)}$ through order $t^4$ for finite matrices

## Two levels: a tilted field of the right length

Take $A=\Delta\sigma_x$ and $B=\epsilon\sigma_z$, with Pauli matrices $\sigma_x,\sigma_z$, real numbers $\Delta,\epsilon$ and an expansion parameter $t$. The exact trace is $\operatorname{tr}e^{t(A+B)}=2\cosh\big(t\sqrt{\Delta^2+\epsilon^2}\big)$. The symmetric splitting gives $\operatorname{tr}\big(e^{tA/2}e^{tB}e^{tA/2}\big)=\operatorname{tr}\big(e^{tA}e^{tB}\big)=2\cosh(t\Delta)\cosh(t\epsilon)$. At order $t^4$ the mixed term $\Delta^2\epsilon^2$ has coefficient $\tfrac16$ in the first and $\tfrac12$ in the second, an excess of $\tfrac13\Delta^2\epsilon^2t^4$.

Now replace $B$ by $C=B+\tfrac{t^2}{24}[B,[A,B]]$. Here $[A,B]=2\Delta\epsilon\,\sigma_x\sigma_z$ and $[B,[A,B]]=-4\Delta\epsilon^2\sigma_x$, so $C=\epsilon\sigma_z-\tfrac{t^2}{6}\Delta\epsilon^2\sigma_x$. The new $\sigma_x$ component meets $tA$ under the trace and adds $2\cdot t\Delta\cdot t\cdot\big(-\tfrac{t^2}{6}\Delta\epsilon^2\big)=-\tfrac13\Delta^2\epsilon^2t^4$, which cancels the excess. The operator itself is still wrong at third order, by $-\tfrac{t^3}{6}\Delta\epsilon\,(\Delta\sigma_z-\epsilon\sigma_x)$. This is perpendicular to the field $\Delta\sigma_x+\epsilon\sigma_z$: it tilts the field without changing its length at this order, and a trace is blind to a tilt. For general finite matrices the tilt becomes a similarity transformation, and the traces agree coefficient by coefficient as formal power series through $t^4$.

## Operators as power series in $t$

```lean
import Mathlib

open PowerSeries

namespace TakahashiImada

noncomputable section

variable {R : Type*} [Ring R] [Algebra ℚ R]
```

`R` is the algebra of operators. `Ring R` allows sums and products without assuming that products commute. `Algebra ℚ R` allows multiplication by rational numbers, written `•`, which supplies $1/24$ and the factors $1/k!$. No norm, adjoint or topology is assumed, so $A$ and $B$ need not be Hermitian and nothing is said about convergence.

```lean
/-- The commutator `[a, b] = ab - ba`. -/
def comm (a b : R) : R := a * b - b * a
```

`comm a b` is $[a,b]=ab-ba$, so `comm B (comm A B)` is $[B,[A,B]]$.

```lean
/-- The series in `t` consisting of the single term `a t^k`. -/
def term (k : ℕ) (a : R) : R⟦X⟧ := PowerSeries.mk fun n => if n = k then a else 0
```

`R⟦X⟧` is the ring of formal power series $f=\sum_k f_kt^k$ with $f_k\in R$. Lean's variable `X` is $t$; it commutes with all coefficients, and `coeff k f` is $f_k$. The series `term k a` is $a\,t^k$.

```lean
/-- The exponential `∑ f^k / k!` of a series `f` without constant term; only the powers
`k ≤ n` contribute to the coefficient of `t^n`. -/
def expS (f : R⟦X⟧) : R⟦X⟧ :=
  PowerSeries.mk fun n => ∑ k ∈ Finset.range (n + 1), ((k.factorial : ℚ))⁻¹ • coeff n (f ^ k)
```

`expS f` is $\sum_k f^k/k!$, defined order by order. If $f_0=0$ then $f^k$ starts at $t^k$, so the coefficient of $t^n$ receives only $k=0,\dots,n$, which is `Finset.range (n + 1)`. For $f_0\neq0$ the truncated sum is in general not the exponential, but every exponent used below has $f_0=0$.

```lean
/-- Two series agree through order `t^4`. -/
def Agree (f g : R⟦X⟧) : Prop := ∀ k < 5, coeff k f = coeff k g
```

`Agree f g` says $f_k=g_k$ for $k=0,\dots,4$. It is written $f\equiv g$ from here on.

```lean
/-- The exact propagator `exp(tH)`. -/
def flow (H : R) : R⟦X⟧ := expS (term 1 H)
```

`flow H` is $e^{tH}$. The convention carries no sign and no $i$: a Boltzmann factor with imaginary-time step $\tau$ corresponds to $t=-\tau$.

```lean
/-- One corrected step `exp(tA/2) exp(tC) exp(tA/2)` with `tC = tB + t^3 [B,[A,B]]/24`. -/
def step (A B : R) : R⟦X⟧ :=
  flow ((1 / 2 : ℚ) • A) * expS (term 1 B + term 3 ((1 / 24 : ℚ) • comm B (comm A B)))
    * flow ((1 / 2 : ℚ) • A)
```

`step A B` is $S(t)=e^{tA/2}\,e^{tC}\,e^{tA/2}$. The middle exponent is entered as the series $tC=tB+\tfrac{t^3}{24}[B,[A,B]]$. The constant $1/24$ is the weight that leaves the third-order error in the form of a commutator with $A+B$, as `step_processed` shows.

```lean
/-- The processor `exp(s t^2 [A,B])`. -/
def processor (s : ℚ) (A B : R) : R⟦X⟧ := expS (term 2 (s • comm A B))
```

`processor s A B` is $P(s)=e^{s\,t^2[A,B]}$ with rational $s$, the similarity transformation that generalises the tilt.

## Products and exponentials at low order

```lean
omit [Algebra ℚ R] in
/-- The coefficients of `t^0, …, t^4` in a product of two operator series. -/
theorem coeff_mul_low (f g : R⟦X⟧) :
    coeff 0 (f * g) = coeff 0 f * coeff 0 g ∧
    coeff 1 (f * g) = coeff 0 f * coeff 1 g + coeff 1 f * coeff 0 g ∧
    coeff 2 (f * g) = coeff 0 f * coeff 2 g + coeff 1 f * coeff 1 g + coeff 2 f * coeff 0 g ∧
    coeff 3 (f * g) = coeff 0 f * coeff 3 g + coeff 1 f * coeff 2 g + coeff 2 f * coeff 1 g
      + coeff 3 f * coeff 0 g ∧
    coeff 4 (f * g) = coeff 0 f * coeff 4 g + coeff 1 f * coeff 3 g + coeff 2 f * coeff 2 g
      + coeff 3 f * coeff 1 g + coeff 4 f * coeff 0 g := by
  have cm : ∀ n, coeff n (f * g)
      = ∑ k ∈ Finset.range (n + 1), coeff k f * coeff (n - k) g := fun n => by
    rw [coeff_mul]
    exact Finset.Nat.sum_antidiagonal_eq_sum_range_succ (fun i j => coeff i f * coeff j g) n
  refine ⟨?_, ?_, ?_, ?_, ?_⟩ <;> rw [cm] <;> simp [Finset.sum_range_succ]
```

The symbol `∧` joins five statements, the Cauchy product $(fg)_k=\sum_{j=0}^k f_j\,g_{k-j}$ for $k=0,\dots,4$, with the factor from $f$ always on the left. The step `cm` turns Mathlib's sum over pairs of indices into this sum over $j$, and `simp` writes out its terms.

```lean
/-- The coefficients of `t^0, …, t^4` in `exp f` for `f = a t + b t^2 + c t^3 + O(t^5)`. -/
theorem coeff_exp_low {f : R⟦X⟧} {a b c : R}
    (h : coeff 0 f = 0 ∧ coeff 1 f = a ∧ coeff 2 f = b ∧ coeff 3 f = c ∧ coeff 4 f = 0) :
    coeff 0 (expS f) = 1 ∧ coeff 1 (expS f) = a ∧
    coeff 2 (expS f) = b + (1 / 2 : ℚ) • (a * a) ∧
    coeff 3 (expS f) = c + (1 / 2 : ℚ) • (a * b + b * a) + (1 / 6 : ℚ) • (a * a * a) ∧
    coeff 4 (expS f) = (1 / 2 : ℚ) • (a * c + b * b + c * a)
      + (1 / 6 : ℚ) • (a * a * b + a * b * a + b * a * a) + (1 / 24 : ℚ) • (a * a * a * a) := by
  obtain ⟨h0, h1, h2, h3, h4⟩ := h
  have f0 : Nat.factorial 0 = 1 := rfl
  have f1 : Nat.factorial 1 = 1 := rfl
  have f2 : Nat.factorial 2 = 2 := rfl
  have f3 : Nat.factorial 3 = 6 := rfl
  have f4 : Nat.factorial 4 = 24 := rfl
  refine ⟨?_, ?_, ?_, ?_, ?_⟩ <;>
    simp only [expS, coeff_mk, Finset.sum_range_succ, Finset.sum_range_zero, pow_succ, pow_zero,
      one_mul, coeff_mul_low, h0, h1, h2, h3, h4, f0, f1, f2, f3, f4, Nat.cast_ofNat,
      Nat.cast_one, coeff_one, OfNat.ofNat_ne_zero, one_ne_zero, if_true, if_false, mul_add,
      mul_assoc, zero_mul, mul_zero, zero_add, add_zero, smul_zero, inv_one,
      one_smul] <;> module
```

The hypothesis `h` says $f=at+bt^2+ct^3+O(t^5)$ with $a,b,c\in R$ and no $t^4$ term. Multiplying out through $t^4$,
$$f^2\equiv a^2t^2+(ab+ba)t^3+(ac+b^2+ca)t^4,$$
$$f^3\equiv a^3t^3+(a^2b+aba+ba^2)t^4,\qquad f^4\equiv a^4t^4,$$
and $1+f+f^2/2+f^3/6+f^4/24$ has the five stated coefficients. The `simp only` call performs this expansion. The tactic `module` then treats each ordered product as a basis vector and compares rational coefficients.

```lean
omit [Algebra ℚ R] in
/-- Agreement through `t^4` is preserved under products. -/
theorem Agree.mul {f f' g g' : R⟦X⟧} (h : Agree f f') (h' : Agree g g') :
    Agree (f * g) (f' * g') := by
  intro k hk
  rw [coeff_mul, coeff_mul]
  refine Finset.sum_congr rfl fun p hp => ?_
  have hp' : p.1 + p.2 = k := Finset.HasAntidiagonal.mem_antidiagonal.1 hp
  rw [h p.1 (by omega), h' p.2 (by omega)]
```

If $f\equiv f'$ and $g\equiv g'$ then $fg\equiv f'g'$, because $(fg)_k$ involves only indices that add up to $k\le4$. The tactic `omega` confirms that each such index is below $5$. This allows one factor of a product to be replaced by a series that agrees with it.

```lean
/-- `exp(s t^2 [A,B]) exp(-s t^2 [A,B])` agrees with the identity through `t^4`. -/
theorem processor_mul_neg (s : ℚ) (A B : R) :
    Agree (processor s A B * processor (-s) A B) 1 := by
  have e2 := fun b : R => coeff_exp_low (f := term 2 b) (a := 0) (b := b) (c := 0)
    (by simp only [term, coeff_mk]; simp)
  intro k hk
  interval_cases k <;>
    simp only [processor, coeff_mul_low, e2, coeff_one, OfNat.ofNat_ne_zero, one_ne_zero,
      if_true, if_false, smul_mul_assoc, mul_smul_comm, mul_one, one_mul,
      mul_zero, zero_mul, zero_add, add_zero, smul_zero] <;> module
```

Write $D=[A,B]$. Then
$$P(s)P(-s)\equiv\big(1+st^2D+\tfrac12s^2t^4D^2\big)\big(1-st^2D+\tfrac12s^2t^4D^2\big),$$
whose $t^2$ terms cancel and whose $t^4$ terms give $\big(\tfrac12-1+\tfrac12\big)s^2D^2=0$. So $P(-s)$ inverts $P(s)$ to the order needed. The tactic `interval_cases k` splits the claim into $k=0,\dots,4$.

```lean
/-- `exp(a t H) exp(b t H)` agrees with `exp((a + b) t H)` through `t^4`. -/
theorem flow_add (a b : ℚ) (H : R) :
    Agree (flow (a • H) * flow (b • H)) (flow ((a + b) • H)) := by
  have e1 := fun a : R => coeff_exp_low (f := term 1 a) (a := a) (b := 0) (c := 0)
    (by simp only [term, coeff_mk]; simp)
  intro k hk
  interval_cases k <;>
    simp only [flow, coeff_mul_low, e1, mul_assoc, smul_mul_assoc,
      mul_smul_comm, mul_one, one_mul, mul_zero, zero_mul, zero_add, add_zero, smul_zero] <;>
    module
```

For rational $a,b$ and one operator $H$, $e^{atH}e^{btH}\equiv e^{(a+b)tH}$. At order $k$ this is the binomial identity $\sum_j \frac{a^jb^{k-j}}{j!\,(k-j)!}H^k=\frac{(a+b)^k}{k!}H^k$.

## The corrected step is a conjugated exact propagator

```lean
/-- Processing identity: the corrected step agrees through `t^4` with
`exp(t^2 [A,B]/24) exp(t(A+B)) exp(-t^2 [A,B]/24)`. -/
theorem step_processed (A B : R) :
    Agree (step A B) (processor (1 / 24) A B * flow (A + B) * processor (-(1 / 24)) A B) := by
  have e1 := fun a : R => coeff_exp_low (f := term 1 a) (a := a) (b := 0) (c := 0)
    (by simp only [term, coeff_mk]; simp)
  have e2 := fun b : R => coeff_exp_low (f := term 2 b) (a := 0) (b := b) (c := 0)
    (by simp only [term, coeff_mk]; simp)
  have e3 := fun a c : R => coeff_exp_low (f := term 1 a + term 3 c) (a := a) (b := 0) (c := c)
    (by simp only [term, map_add, coeff_mk]; simp)
  intro k hk
  -- expand each order into words in A and B and compare the rational coefficients
  interval_cases k <;>
    simp only [step, flow, processor, comm, coeff_mul_low, e1, e2, e3, mul_add, add_mul, mul_sub,
      sub_mul, mul_assoc, smul_mul_assoc, mul_smul_comm, mul_one, one_mul, mul_zero, zero_mul,
      zero_add, add_zero, smul_zero] <;> module
```

With $H=A+B$ the theorem reads $S\equiv P(\tfrac1{24})\,e^{tH}\,P(-\tfrac1{24})$, for any $A,B$ in any rational algebra.

Write $S=\sum_k s_kt^k$. Multiplying the three factors gives $s_0=1$, $s_1=H$ and $s_2=\tfrac12(A^2+AB+BA+B^2)=\tfrac12H^2$. At third order the uncorrected product contributes
$$\tfrac16A^3+\tfrac18AAB+\tfrac14ABA+\tfrac18BAA+\tfrac14ABB+\tfrac14BBA+\tfrac16B^3,$$
whereas $\tfrac16H^3$ has weight $\tfrac16$ on each of the eight words of length three. The difference is
$$-\tfrac1{24}(AAB-2ABA+BAA)-\tfrac1{12}(2BAB-ABB-BBA)=-\tfrac1{24}[A,D]-\tfrac1{12}[B,D].$$
The correction adds $+\tfrac1{24}[B,D]$, so that
$$s_3=\tfrac16H^3+E,\qquad E=-\tfrac1{24}[A,D]-\tfrac1{24}[B,D]=\tfrac1{24}[D,H].$$
For the fourth order, $C$ is even in $t$ and the product is a palindrome, so $S(t)S(-t)=1$. The $t^4$ coefficient of this identity is $2s_4-s_1s_3-s_3s_1+s_2^2=0$, which gives
$$s_4=\tfrac12\big(\tfrac13-\tfrac14\big)H^4+\tfrac12(HE+EH)=\tfrac1{24}H^4+\tfrac12(HE+EH).$$

On the right side the orders $0,1,2$ are $1$, $H$ and $\tfrac12H^2$, since $\pm D/24$ cancel. Order three is $\tfrac16H^3+\tfrac1{24}(DH-HD)=\tfrac16H^3+E$. At order four the $D^2$ terms cancel as before, leaving $\tfrac1{24}H^4+\tfrac1{48}[D,H^2]$, and $[D,H^2]=[D,H]H+H[D,H]$ makes the last term $\tfrac12(EH+HE)$. The two sides match.

In Lean, `e1`, `e2` and `e3` are the exponential formulas for $at$, $bt^2$ and $at+ct^3$. The proof does not use the symmetry under $t\to-t$. It expands both sides of each order into words in $A$ and $B$, at most sixteen at order four, and `module` compares their coefficients. The theorem does not say $S\equiv e^{tH}$: through fourth order the two differ by $t^3E+\tfrac12t^4(HE+EH)$, and for two levels the leading term $t^3E$ is the tilt found above.

```lean
/-- The product of `m + 1` corrected steps agrees through `t^4` with
`exp(t^2 [A,B]/24) exp((m+1) t (A+B)) exp(-t^2 [A,B]/24)`. -/
theorem steps_processed (A B : R) (m : ℕ) :
    Agree (step A B ^ (m + 1))
      (processor (1 / 24) A B * flow (((m : ℚ) + 1) • (A + B)) * processor (-(1 / 24)) A B) := by
  have r : ∀ f : R⟦X⟧, Agree f f := fun _ _ _ => rfl
  have hinv := processor_mul_neg (-(1 / 24)) A B
  rw [neg_neg] at hinv
  induction m with
  | zero =>
    simp only [zero_add, pow_one, Nat.cast_zero, one_smul]
    exact step_processed A B
  | succ m ih =>
    intro k hk
    have h1 := ih.mul (step_processed A B) k hk
    -- the inner pair of processors cancels
    have h2 := (((r (processor (1 / 24) A B * flow (((m : ℚ) + 1) • (A + B)))).mul hinv).mul
      (r (flow (A + B)))).mul (r (processor (-(1 / 24)) A B)) k hk
    -- the exact propagators combine
    have h3 := ((r (processor (1 / 24) A B)).mul (flow_add ((m : ℚ) + 1) 1 (A + B))).mul
      (r (processor (-(1 / 24)) A B)) k hk
    simp only [mul_assoc, one_mul, one_smul] at h1 h2 h3
    rw [pow_succ, Nat.cast_add_one]
    simp only [mul_assoc]
    exact h1.trans (h2.trans h3)
```

The number of slices is $M=m+1$ with `m : ℕ`, so $M\ge1$. With $P_\pm=P(\pm\tfrac1{24})$ the claim is $S^{m+1}\equiv P_+\,e^{(m+1)tH}P_-$. The case `zero` is the previous theorem. For the inductive step,
$$S^{m+2}\equiv P_+e^{(m+1)tH}P_-\,P_+e^{tH}P_-\equiv P_+e^{(m+1)tH}e^{tH}P_-\equiv P_+e^{(m+2)tH}P_- .$$
The three relations are `h1` (induction hypothesis times one more step), `h2` (using `hinv`, which is $P_-P_+\equiv1$) and `h3` (using `flow_add`). The helper `r` states $f\equiv f$ for the factors that are left alone.

## The trace removes the processor

```lean
variable {n : Type*} [Fintype n] [DecidableEq n]

/-- The trace of a product of two matrix series is cyclic order by order in `t`. -/
theorem trace_coeff_mul_comm {K : Type*} [CommRing K] (f g : (Matrix n n K)⟦X⟧) (k : ℕ) :
    Matrix.trace (coeff k (f * g)) = Matrix.trace (coeff k (g * f)) := by
  rw [coeff_mul, coeff_mul, Matrix.trace_sum, Matrix.trace_sum,
    ← Finset.Nat.sum_antidiagonal_swap]
  exact Finset.sum_congr rfl fun p _ => Matrix.trace_mul_comm _ _
```

Now $R$ is `Matrix n n K`, square matrices whose rows and columns are labelled by a finite set `n`, with entries in a commutative ring `K`. The trace is taken coefficient by coefficient, and
$$\operatorname{tr}(fg)_k=\sum_{i+j=k}\operatorname{tr}(f_ig_j)=\sum_{i+j=k}\operatorname{tr}(g_jf_i)=\operatorname{tr}(gf)_k .$$
`Matrix.trace_mul_comm` is the middle equality, which uses commuting entries, and `sum_antidiagonal_swap` relabels $i\leftrightarrow j$.

```lean
/-- The trace of the product of `m + 1` corrected steps and the trace of `exp((m+1) t (A+B))` have
the same coefficients of `t^0, …, t^4`. -/
theorem trace_steps {K : Type*} [CommRing K] [Algebra ℚ K] (A B : Matrix n n K) (m k : ℕ)
    (hk : k ≤ 4) :
    Matrix.trace (coeff k (step A B ^ (m + 1)))
      = Matrix.trace (coeff k (flow (((m : ℚ) + 1) • (A + B)))) := by
  have hk' : k < 5 := by omega
  have hinv := processor_mul_neg (-(1 / 24)) A B
  rw [neg_neg] at hinv
  have r : Agree (flow (((m : ℚ) + 1) • (A + B))) (flow (((m : ℚ) + 1) • (A + B))) :=
    fun _ _ => rfl
  -- move the left processor round the trace, where it cancels the right one
  rw [steps_processed A B m k hk', mul_assoc, trace_coeff_mul_comm, mul_assoc,
    r.mul hinv k hk', mul_one]
```

For all matrices $A,B$ over a commutative rational algebra, every $m$ and every $k\le4$, the $t^k$ coefficients of $\operatorname{tr}S^{m+1}$ and $\operatorname{tr}e^{(m+1)tH}$ are equal. Through $t^4$,
$$\operatorname{tr}S^{m+1}\equiv\operatorname{tr}\big(P_+e^{(m+1)tH}P_-\big)=\operatorname{tr}\big(e^{(m+1)tH}P_-P_+\big)\equiv\operatorname{tr}e^{(m+1)tH},$$
and the final `rw` performs these three moves in this order.

```lean
/-- Single step, finite matrices, formal series in `t`: with `tC = tB + t^3 [B,[A,B]]/24`, the
traces of `exp(tA/2) exp(tC) exp(tA/2)` and `exp(t(A+B))` have the same coefficients of `t^0, …,
t^4`. -/
theorem takahashi_imada {K : Type*} [Field K] [CharZero K] (A B : Matrix n n K) (k : ℕ)
    (hk : k ≤ 4) :
    Matrix.trace (coeff k (expS (term 1 ((1 / 2 : ℚ) • A))
        * expS (term 1 B + term 3 ((1 / 24 : ℚ) • comm B (comm A B)))
        * expS (term 1 ((1 / 2 : ℚ) • A))))
      = Matrix.trace (coeff k (expS (term 1 (A + B)))) := by
  have h := trace_steps A B 0 k hk
  simp only [zero_add, pow_one, Nat.cast_zero, one_smul] at h
  exact h

end

end TakahashiImada
```

This is the single slice $m=0$ with all definitions except `expS`, `term` and `comm` written out:
$$\operatorname{tr}\big(e^{tA/2}e^{tC}e^{tA/2}\big)\equiv\operatorname{tr}e^{t(A+B)} .$$
`Field K` with `CharZero K` covers $\mathbb Q$, $\mathbb R$ and $\mathbb C$, and it provides the rational algebra that `trace_steps` requires. For $1\times1$ matrices all commutators vanish, and the two-level system is the smallest case with content.

```lean
#print axioms TakahashiImada.takahashi_imada
```

```
'TakahashiImada.takahashi_imada' depends on axioms: [propext, Classical.choice, Quot.sound]
```

## Partition functions and the limits of the statement

For a Hamiltonian $T+V$ on a finite basis, with kinetic part $T$ and potential part $V$, set $A=T$, $B=V$, $t=-\tau$ and $\tau=\beta/M$ at inverse temperature $\beta$. Then $\operatorname{tr}S^M$ is the discretised partition function and $\operatorname{tr}e^{-\beta(T+V)}$ the exact one. The theorems match formal coefficients in $t$ at fixed $M$. They contain no bound on the remainder, so the scaling of the error as $M^{-4}$ at fixed $\beta$, which is the usual meaning of fourth order, requires an additional estimate uniform in $M$. They also concern the bare trace. With an observable $O$ inserted, $\operatorname{tr}(O\,S^M)\equiv\operatorname{tr}\big(P_-OP_+\,e^{MtH}\big)$, and the processors act on $O$.

## The force-squared potential in a path-integral code

For a particle of mass $\mu$ with $T=-\tfrac{\hbar^2}{2\mu}\nabla^2$ and a local potential, $[V,[T,V]]=\tfrac{\hbar^2}{\mu}|\nabla V|^2$ is again a function of position. A path-integral code can keep its primitive discretisation and replace the potential on each slice by
$$V_{\rm eff}=V+\frac{\hbar^2\tau^2}{24\mu}\,|\nabla V|^2 ,$$
at the cost of evaluating forces in Monte Carlo sampling. Molecular dynamics on $V_{\rm eff}$ also needs the gradient of $|\nabla V|^2$, which contains second derivatives of $V$. The processor is never constructed when only the partition function is wanted. This continuum form, the one usually associated with the names Takahashi and Imada, involves unbounded operators, which the matrix theorems do not include. For a matrix $T$ and a diagonal matrix $V$ with entries $V_i$, the double commutator has elements $-(V_i-V_j)^2T_{ij}$. It is then purely off-diagonal, as in the two-level case, and whenever $T$ couples states with different $V_i$ the matrix $C$ is not diagonal, so $e^{tC}$ is a full matrix exponential.

## Failure at order $t^6$

The two-level system shows that a bound on $k$ cannot be dropped, although `hk : k ≤ 4` is not the sharp one. Because $S(t)S(-t)=1$, the logarithm $\log S=tH+t^3E+t^5Y+\dots$ is odd in $t$, with $Y$ a sum of commutators. The $t^5$ coefficients of the two traces therefore differ by $\operatorname{tr}Y+\tfrac12\operatorname{tr}(H^2E)=0$ for all matrices, a fact not proved in Lean here. The first order at which the equality can fail is six. With $\lambda^2=\epsilon^2+\tfrac{t^4}{36}\Delta^2\epsilon^4$ one has $C^2=\lambda^2$, and
$$\operatorname{tr}S=2\cosh(t\Delta)\cosh(t\lambda)-\tfrac{t^2}{3}\Delta\epsilon^2\sinh(t\Delta)\,\frac{\sinh(t\lambda)}{\lambda}.$$
Both traces are even in $t$, so order five vanishes on both sides. At order six the mixed terms of $\operatorname{tr}S$ are $\tfrac1{72}(\Delta^2\epsilon^4-\Delta^4\epsilon^2)$, against $\tfrac1{120}(\Delta^2\epsilon^4+\Delta^4\epsilon^2)$ in the exact trace, while the pure terms coincide. The difference is $\tfrac1{180}\Delta^2\epsilon^2(\epsilon^2-4\Delta^2)$. For $\Delta=\epsilon=1$ the $t^6$ coefficients are $\tfrac1{180}$ and $\tfrac1{45}$, so the equality fails at $k=6$. The closed two-level formulas, the inserted observable and the force-squared potential rest on ordinary algebra and are not among the Lean theorems above.
